# The ¹S₀ state of p² under spin–orbit coupling and its jj weights 2/3 and 1/3

## Physical setting

In intermediate coupling the two J = 0 levels of a p² configuration are the eigenvalues of a 2 × 2 block that mixes ¹S₀ with ³P₀. With energies counted from ³P without spin–orbit coupling, Δ the electrostatic energy of ¹S above ³P and ζ the spin–orbit parameter, the block in the order (¹S₀, ³P₀) is

    [ Δ      √2 ζ ]
    [ √2 ζ    −ζ  ]

The coefficients 0, √2 and −1 of ζ are pure angular algebra, valid for one isolated p shell with a single parameter ζ. They come from applying the spin–orbit operator, ζ(l₁·s₁ + l₂·s₂), twice to ¹S₀.

Set ħ = 1. One electron carries a Cartesian orbital label a = 0, 1, 2 (x, y, z) and a spin label s = 0, 1 (up, down). For k = 0, 1, 2, with ε_{kab} the Levi-Civita symbol and σ_k the Pauli matrices,

    (l_k)_{ab} = −i ε_{kab},   s_k = σ_k/2,   l·s = Σ_k l_k ⊗ s_k,   j² = Σ_k (l_k + s_k)².

A two-electron state is an amplitude ψ(as, bt), and a subscript 1 or 2 on a vector operator, as in l₁·s₁ or l₁ + l₂, names the electron on which it acts. On a single matrix, as in s₂ε, (l₂)₀₁ or σ₀ (which is σ_x), the subscript is the component k. With ε the 2 × 2 antisymmetric matrix with ε₀₁ = 1,

    h = l₁·s₁ + l₂·s₂,   L² = (l₁ + l₂)²,   S² = (s₁ + s₂)²,   Φ(as, bt) = δ_{ab} ε_{st}/√6.

## Statement

`phi_singlet_S`: ⟨Φ|Φ⟩ = 1, Φ(bt, as) = −Φ(as, bt), and L²Φ = S²Φ = 0.

`spin_orbit_on_phi`: hΦ is antisymmetric, L²hΦ = S²hΦ = 2hΦ, ⟨Φ|hΦ⟩ = 0, ‖hΦ‖² = 2, and

    h²Φ = 2Φ − hΦ.

`proj_spec`: P₊ = (2 + 2 l·s)/3 and P₋ = (1 − 2 l·s)/3 are Hermitian, idempotent and sum to 1, with j²P₊ = (15/4)P₊ and j²P₋ = (3/4)P₋. They project onto j = 3/2 and j = 1/2.

`jj_weights`: ‖(P₊ ⊗ P₊)Φ‖² = 2/3, ‖(P₋ ⊗ P₋)Φ‖² = 1/3, and (P₊ ⊗ P₋)Φ = (P₋ ⊗ P₊)Φ = 0. So in the state Φ both electrons have j = 3/2 with probability 2/3 and both have j = 1/2 with probability 1/3.

## Derivation

Step 1, total L² and S². Since l² = 2 and Σ_k (l_k)_{ac}(l_k)_{bd} = δ_{ad}δ_{bc} − δ_{ab}δ_{cd}, the expansion L² = 4 + 2 l₁·l₂ gives

    (L²ψ)(as, bt) = 4ψ(as, bt) + 2ψ(bs, at) − 2δ_{ab} Σ_c ψ(cs, ct).

Since s₁·s₂ is ½(spin exchange) − ¼, the expansion S² = 3/2 + 2 s₁·s₂ gives

    (S²ψ)(as, bt) = ψ(as, bt) + ψ(at, bs).

On Φ these factors are 4 + 2 − 6 = 0 and 1 − 1 = 0. Φ is even under orbital exchange and odd under spin exchange, hence antisymmetric.

Step 2, one electron. From s_k s_m = ¼δ_{km} + (i/2) Σ_n ε_{kmn} s_n and Σ_{km} ε_{kmn} l_k l_m = i l_n,

    (l·s)² = ½ − ½ l·s,   j² = 2 + ¾ + 2 l·s.

The roots of the quadratic are ½ and −1, where j² is 15/4 and 3/4. Multiplying out P₊², P₋², j²P₊ and j²P₋ with these two relations gives idempotence and the j² values. P₊ + P₋ = 1 is read off the definitions, and both are Hermitian because l_k and s_k, hence l·s, are Hermitian and the coefficients are real.

Step 3, l·s on Φ. Define T(as, bt) = Σ_k (l_k)_{ab}(s_k ε)_{st}. Acting on the first labels gives l₁·s₁Φ = T/√6 directly. Acting on the second gives Σ_k (l_k)_{ba}(ε s_kᵀ)_{st}/√6. The matrices

    s₀ε = ½ diag(−1, 1),   s₁ε = (i/2) diag(1, 1),   s₂ε = ½ σ₀

are symmetric, so ε s_kᵀ = −s_k ε, and (l_k)_{ba} = −(l_k)_{ab}. The two signs cancel:

    l₁·s₁Φ = l₂·s₂Φ = T/√6,   hΦ = 2T/√6.

Dropping one of these two signs is an easy slip, and it yields hΦ = 0.

T is odd under orbital exchange, so its orbital trace vanishes, and even under spin exchange. It is therefore antisymmetric, with L² = 4 − 2 = 2 and S² = 1 + 1 = 2.

Step 4, norms. The amplitude δ_{ab}ε_{st} has six entries of modulus 1, all with a = b, where T vanishes; so ⟨Φ|Φ⟩ = 1 and ⟨Φ|hΦ⟩ = 0. Each k contributes to T two orbital pairs of its own times two spin pairs, all of modulus ½. For instance T(00, 11) = (l₂)₀₁(s₂ε)₀₁ = −i/2, so hΦ(00, 11) = −i/√6. Twelve such entries give ‖T‖² = 3 and ‖hΦ‖² = 4·3/6 = 2. Thus for complex numbers x, y, z, w, with a star for the complex conjugate of the number before it,

    ⟨xΦ + y hΦ | zΦ + w hΦ⟩ = x*z + 2 y*w.

Step 5, the quadratic law. Writing T/√6 once as l₁·s₁Φ and once as l₂·s₂Φ,

    h²Φ = 2[(l₁·s₁)² + (l₂·s₂)²]Φ = 2[Φ − T/√6] = 2Φ − hΦ.

Step 6, projections. Likewise (l₁·s₁)(l₂·s₂)Φ = (l₁·s₁)²Φ = ½Φ − ¼hΦ, so for numbers α, β, α′, β′

    (α + β l·s) ⊗ (α′ + β′ l·s) Φ = (αα′ + ββ′/2)Φ + ((αβ′ + βα′)/2 − ββ′/4) hΦ.

This gives (P₊ ⊗ P₊)Φ = ⅔Φ + ⅓hΦ with squared norm 4/9 + 2/9 = 2/3, and (P₋ ⊗ P₋)Φ = ⅓Φ − ⅓hΦ with 1/9 + 2/9 = 1/3. For both mixed products the two coefficients vanish.

With the normalised χ = hΦ/√2 one reads off hΦ = √2χ and hχ = √2Φ − χ, the ζ part of the block above; the sign of √2 follows the phase chosen for χ. In the limit Δ = 0 the eigenvalues are ζ and −2ζ, that is ½ + ½ and −1 − 1 in units of ζ, with eigenvectors (√2, 1)/√3 and (1, −√2)/√3, whose first components square to 2/3 and 1/3. A program that builds h as a 36 × 36 matrix from Kronecker products can be tested on h²Φ = 2Φ − hΦ. The full spectrum of that matrix also contains −½, from one electron with j = 3/2 and one with j = 1/2.

## What the formal version assumes

The theorems carry no hypotheses; all physics sits in the definitions. `Orb` is the pair (a, s), `State` is the 36-component amplitude on the full product space, and `Antisym` is proved for Φ and hΦ, not imposed on the space. `on1` and `on2` are A ⊗ 1 and 1 ⊗ A for a one-electron operator A, `hso` is h, `projHi` and `projLo` are P₊ and P₋. The vectors `pair` and `coupled` are the unnormalised δ_{ab}ε_{st} and T, with squared norms 6 and 3, and `nrm` is 1/√6. `braket` conjugates its first argument, and `weight P Q` is the complex number ⟨(P ⊗ Q)Φ|(P ⊗ Q)Φ⟩.

The model has l = 1 and two electrons only, with no radial functions, no electrostatic term, no ζ and no spin–other-orbit interaction. Total angular momentum J² is not defined, so hΦ is shown to be ³P, while the subscript 0 rests on the familiar fact that h commutes with J.

The mixed products vanish because Φ has J = 0: an electron with j = 3/2 and one with j = 1/2 can couple only to J = 1 or J = 2. This remark, the J label and the 2 × 2 block with its limit are worked on paper and have not been through Lean.

```lean
import Mathlib

open Matrix
open Complex (I)
open scoped Kronecker

namespace PSquaredRecoupling

noncomputable section

/-- Labels of one p electron: Cartesian orbital and spin projection. -/
abbrev Orb := Fin 3 × Fin 2

/-- One-electron operators. -/
abbrev Op := Matrix Orb Orb ℂ

/-- Two-electron states. -/
abbrev State := Orb × Orb → ℂ

/-- Orbital matrices (l_k)_{ab} = -i ε_{kab}. -/
def lmat : Fin 3 → Matrix (Fin 3) (Fin 3) ℂ :=
  ![!![0, 0, 0; 0, 0, -I; 0, I, 0], !![0, 0, I; 0, 0, 0; -I, 0, 0], !![0, -I, 0; I, 0, 0; 0, 0, 0]]

/-- Spin matrices s_k = σ_k / 2. -/
def smat : Fin 3 → Matrix (Fin 2) (Fin 2) ℂ :=
  ![!![0, 1 / 2; 1 / 2, 0], !![0, -I / 2; I / 2, 0], !![1 / 2, 0; 0, -1 / 2]]

/-- l_k on one electron. -/
def orb (k : Fin 3) : Op := lmat k ⊗ₖ (1 : Matrix (Fin 2) (Fin 2) ℂ)

/-- s_k on one electron. -/
def spin (k : Fin 3) : Op := (1 : Matrix (Fin 3) (Fin 3) ℂ) ⊗ₖ smat k

/-- The operator l·s. -/
def ls : Op := ∑ k, lmat k ⊗ₖ smat k

/-- The operator j² = (l + s)². -/
def jSq : Op := ∑ k, (orb k + spin k) * (orb k + spin k)

/-- The operator (2 + 2 l·s) / 3. -/
def projHi : Op := (2 / 3 : ℂ) • (1 : Op) + (2 / 3 : ℂ) • ls

/-- The operator (1 - 2 l·s) / 3. -/
def projLo : Op := (1 / 3 : ℂ) • (1 : Op) + (-2 / 3 : ℂ) • ls

/-- A one-electron operator acting on electron 1. -/
def on1 (A : Op) : Matrix (Orb × Orb) (Orb × Orb) ℂ := A ⊗ₖ (1 : Op)

/-- A one-electron operator acting on electron 2. -/
def on2 (A : Op) : Matrix (Orb × Orb) (Orb × Orb) ℂ := (1 : Op) ⊗ₖ A

/-- Total L² = (l₁ + l₂)². -/
def Lsq := ∑ k, (on1 (orb k) + on2 (orb k)) * (on1 (orb k) + on2 (orb k))

/-- Total S² = (s₁ + s₂)². -/
def Ssq := ∑ k, (on1 (spin k) + on2 (spin k)) * (on1 (spin k) + on2 (spin k))

/-- Spin-orbit operator h = l₁·s₁ + l₂·s₂. -/
def hso := on1 ls + on2 ls

/-- The antisymmetric spin amplitude ε_{st}. -/
def eps : Matrix (Fin 2) (Fin 2) ℂ := !![0, 1; -1, 0]

/-- The amplitude δ_{ab} ε_{st}. -/
def pair : State := fun x => (if x.1.1 = x.2.1 then 1 else 0) * eps x.1.2 x.2.2

/-- The amplitude T = ∑_k (l_k)_{ab} (s_k ε)_{st}. -/
def coupled : State := fun x => ∑ k, lmat k x.1.1 x.2.1 * (smat k * eps) x.1.2 x.2.2

/-- The factor 1/√6. -/
def nrm : ℂ := (((√6)⁻¹ : ℝ) : ℂ)

/-- The state Φ = δ_{ab} ε_{st} / √6. -/
def phi : State := nrm • pair

/-- The scalar product ⟨u|v⟩. -/
def braket (u v : State) : ℂ := star u ⬝ᵥ v

/-- Antisymmetry under exchange of the two electrons. -/
def Antisym (ψ : State) : Prop := ∀ p q, ψ (q, p) = -ψ (p, q)

/-- Squared norm of (P ⊗ Q) Φ. -/
def weight (P Q : Op) : ℂ := braket ((P ⊗ₖ Q) *ᵥ phi) ((P ⊗ₖ Q) *ᵥ phi)

/-- A ⊗ 1 acts on the first label only. -/
theorem kron_one_mulVec {m n : Type} [Fintype m] [Fintype n] [DecidableEq n]
    (A : Matrix m m ℂ) (ψ : m × n → ℂ) (p : m) (q : n) :
    ((A ⊗ₖ (1 : Matrix n n ℂ)) *ᵥ ψ) (p, q) = (A *ᵥ fun r => ψ (r, q)) p := by
  simp [mulVec, dotProduct, Fintype.sum_prod_type, kroneckerMap_apply, one_apply]

/-- 1 ⊗ B acts on the second label only. -/
theorem one_kron_mulVec {m n : Type} [Fintype m] [Fintype n] [DecidableEq m]
    (B : Matrix n n ℂ) (ψ : m × n → ℂ) (p : m) (q : n) :
    (((1 : Matrix m m ℂ) ⊗ₖ B) *ᵥ ψ) (p, q) = (B *ᵥ fun r => ψ (p, r)) q := by
  simp [mulVec, dotProduct, Fintype.sum_prod_type_right, kroneckerMap_apply, one_apply]

/-- On any state L² = 4 + 2 (orbital exchange) - 2 δ_{ab} (orbital trace),
and S² = 1 + (spin exchange). -/
theorem casimir_apply (ψ : State) (a b : Fin 3) (s t : Fin 2) :
    (Lsq *ᵥ ψ) ((a, s), (b, t)) = 4 * ψ ((a, s), (b, t)) + 2 * ψ ((b, s), (a, t))
      - (if a = b then 2 * ∑ c, ψ ((c, s), (c, t)) else 0) ∧
    (Ssq *ᵥ ψ) ((a, s), (b, t)) = ψ ((a, s), (b, t)) + ψ ((a, t), (b, s)) := by
  have hl : ∀ k (φ : State) a s b t, ((on1 (orb k) + on2 (orb k)) *ᵥ φ) ((a, s), (b, t)) =
      ∑ c, lmat k a c * φ ((c, s), (b, t)) + ∑ c, lmat k b c * φ ((a, s), (c, t)) := by
    intro k φ a s b t
    simp only [add_mulVec, Pi.add_apply, on1, on2, orb, kron_one_mulVec, one_kron_mulVec]
    rfl
  have hs : ∀ k (φ : State) a s b t, ((on1 (spin k) + on2 (spin k)) *ᵥ φ) ((a, s), (b, t)) =
      ∑ u, smat k s u * φ ((a, u), (b, t)) + ∑ u, smat k t u * φ ((a, s), (b, u)) := by
    intro k φ a s b t
    simp only [add_mulVec, Pi.add_apply, on1, on2, spin, kron_one_mulVec, one_kron_mulVec]
    rfl
  constructor
  · rw [Lsq, Fin.sum_univ_three, add_mulVec, add_mulVec]
    simp only [← mulVec_mulVec, Pi.add_apply, hl, Fin.sum_univ_three]
    fin_cases a <;> fin_cases b <;> simp [lmat] <;>
      first | ring1 | (apply Complex.ext <;> simp <;> ring1)
  · rw [Ssq, Fin.sum_univ_three, add_mulVec, add_mulVec]
    simp only [← mulVec_mulVec, Pi.add_apply, hs, Fin.sum_univ_two]
    fin_cases s <;> fin_cases t <;> simp [smat] <;>
      first | ring1 | (apply Complex.ext <;> simp <;> ring1)

/-- (l·s)² = 1/2 - (l·s)/2, and l·s is Hermitian. -/
theorem ls_sq : ls * ls = (1 / 2 : ℂ) • (1 : Op) + (-1 / 2 : ℂ) • ls ∧ lsᴴ = ls := by
  constructor <;> ext ⟨a, s⟩ ⟨b, t⟩ <;>
    simp only [ls, mul_apply, Fintype.sum_prod_type, Fin.sum_univ_three, Fin.sum_univ_two,
      Matrix.add_apply, Matrix.smul_apply, kroneckerMap_apply, one_apply, Prod.mk.injEq,
      conjTranspose_apply] <;>
    fin_cases a <;> fin_cases s <;> fin_cases b <;> fin_cases t <;> simp [lmat, smat] <;>
    first | ring1 | norm_num [Complex.ext_iff]

/-- projHi and projLo are complementary Hermitian idempotents on whose ranges
j² equals 15/4 and 3/4. -/
theorem proj_spec : projHi + projLo = 1 ∧ projHi * projHi = projHi ∧ projLo * projLo = projLo ∧
    jSq * projHi = (15 / 4 : ℂ) • projHi ∧ jSq * projLo = (3 / 4 : ℂ) • projLo ∧
    projHiᴴ = projHi ∧ projLoᴴ = projLo := by
  -- j² = l² + s² + 2 l·s
  have hj : jSq = (11 / 4 : ℂ) • (1 : Op) + (2 : ℂ) • ls := by
    ext ⟨a, s⟩ ⟨b, t⟩
    simp only [jSq, orb, spin, ls, mul_apply, Fintype.sum_prod_type, Fin.sum_univ_three,
      Fin.sum_univ_two, Matrix.add_apply, Matrix.smul_apply, kroneckerMap_apply, one_apply,
      Prod.mk.injEq]
    fin_cases a <;> fin_cases s <;> fin_cases b <;> fin_cases t <;> simp [lmat, smat] <;>
      first | ring1 | norm_num [Complex.ext_iff]
  refine ⟨?_, ?_, ?_, ?_, ?_, by simp [projHi, ls_sq.2], by simp [projLo, ls_sq.2]⟩ <;>
    simp only [projHi, projLo, hj, Matrix.add_mul, Matrix.mul_add, Matrix.smul_mul,
      Matrix.mul_smul, Matrix.one_mul, Matrix.mul_one, ls_sq.1] <;> module

/-- l₁·s₁ Φ = l₂·s₂ Φ = T/√6 and h Φ = 2T/√6. -/
theorem ls_phi : on1 ls *ᵥ phi = nrm • coupled ∧ on2 ls *ᵥ phi = nrm • coupled ∧
    hso *ᵥ phi = (2 * nrm) • coupled := by
  have h : on1 ls *ᵥ pair = coupled ∧ on2 ls *ᵥ pair = coupled := by
    constructor <;> ext ⟨⟨a, s⟩, ⟨b, t⟩⟩ <;>
      simp only [on1, on2, kron_one_mulVec, one_kron_mulVec] <;>
      simp only [mulVec, dotProduct, Fintype.sum_prod_type, ls, pair, coupled, mul_apply,
        Fin.sum_univ_three, Fin.sum_univ_two, Matrix.add_apply, kroneckerMap_apply] <;>
      fin_cases a <;> fin_cases s <;> fin_cases b <;> fin_cases t <;>
      simp [lmat, smat, eps] <;> ring1
  refine ⟨by rw [phi, mulVec_smul, h.1], by rw [phi, mulVec_smul, h.2], ?_⟩
  rw [hso, phi, mulVec_smul, add_mulVec, h.1, h.2]
  module

/-- On combinations of Φ and hΦ the scalar product is the form diag(1, 2). -/
theorem gram (x y z w : ℂ) :
    braket (x • phi + y • (hso *ᵥ phi)) (z • phi + w • (hso *ᵥ phi))
      = star x * z + 2 * (star y * w) := by
  have g : star pair ⬝ᵥ pair = 6 ∧ star pair ⬝ᵥ coupled = 0 ∧ star coupled ⬝ᵥ pair = 0 ∧
      star coupled ⬝ᵥ coupled = 3 := by
    refine ⟨?_, ?_, ?_, ?_⟩ <;>
      simp only [dotProduct, Fintype.sum_prod_type, Fin.sum_univ_three, Fin.sum_univ_two,
        Pi.star_apply, pair, coupled, mul_apply] <;>
      simp [lmat, smat, eps] <;> norm_num [Complex.ext_iff]
  have hs : star nrm = nrm := Complex.conj_ofReal _
  have hs2 : star (2 * nrm) = 2 * nrm := by rw [star_mul', hs, star_ofNat]
  have hc : nrm * nrm = 1 / 6 := by
    rw [nrm, ← Complex.ofReal_mul, ← mul_inv, Real.mul_self_sqrt (by norm_num)]
    norm_num
  rw [ls_phi.2.2, phi]
  simp only [braket, star_add, star_smul, add_dotProduct, dotProduct_add, smul_dotProduct,
    dotProduct_smul, g.1, g.2.1, g.2.2.1, g.2.2.2, hs, hs2, smul_eq_mul]
  linear_combination (6 * star x * z + 12 * star y * w) * hc

/-- Φ is normalised and antisymmetric with L² = S² = 0. -/
theorem phi_singlet_S : braket phi phi = 1 ∧ Antisym phi ∧ Lsq *ᵥ phi = 0 ∧ Ssq *ᵥ phi = 0 := by
  refine ⟨by simpa using gram 1 0 1 0, ?_, ?_, ?_⟩
  · rintro ⟨a, s⟩ ⟨b, t⟩
    rcases eq_or_ne a b with rfl | h
    · fin_cases s <;> fin_cases t <;> simp [phi, pair, eps]
    · simp [phi, pair, h, h.symm]
  · ext ⟨⟨a, s⟩, ⟨b, t⟩⟩
    rw [(casimir_apply phi a b s t).1]
    rcases eq_or_ne a b with rfl | h
    · simp [phi, pair]
      ring1
    · simp [phi, pair, h, h.symm]
  · ext ⟨⟨a, s⟩, ⟨b, t⟩⟩
    rw [(casimir_apply phi a b s t).2]
    rcases eq_or_ne a b with rfl | h
    · fin_cases s <;> fin_cases t <;> simp [phi, pair, eps]
    · simp [phi, pair, h]

/-- hΦ is antisymmetric with L² = S² = 2, orthogonal to Φ, of squared norm 2,
and h²Φ = 2Φ - hΦ. -/
theorem spin_orbit_on_phi : Antisym (hso *ᵥ phi) ∧
    Lsq *ᵥ (hso *ᵥ phi) = (2 : ℂ) • (hso *ᵥ phi) ∧
    Ssq *ᵥ (hso *ᵥ phi) = (2 : ℂ) • (hso *ᵥ phi) ∧
    braket phi (hso *ᵥ phi) = 0 ∧ braket (hso *ᵥ phi) (hso *ᵥ phi) = 2 ∧
    hso *ᵥ (hso *ᵥ phi) = (2 : ℂ) • phi - hso *ᵥ phi := by
  -- T is odd under orbital exchange and even under spin exchange
  have To : ∀ a s b t, coupled ((b, s), (a, t)) = -coupled ((a, s), (b, t)) := by
    intro a s b t
    have h : ∀ k, lmat k b a = -lmat k a b := fun k => by
      fin_cases k <;> fin_cases a <;> fin_cases b <;> simp [lmat]
    simp only [coupled, h, neg_mul, Finset.sum_neg_distrib]
  have Ts : ∀ a s b t, coupled ((a, t), (b, s)) = coupled ((a, s), (b, t)) := by
    intro a s b t
    have h : ∀ k, (smat k * eps) t s = (smat k * eps) s t := fun k => by
      fin_cases k <;> fin_cases s <;> fin_cases t <;>
        simp [smat, eps, mul_apply, Fin.sum_univ_two] <;> norm_num
    simp only [coupled, h]
  have hz : ∀ c s t, coupled ((c, s), (c, t)) = 0 := fun c s t => by
    linear_combination (1 / 2 : ℂ) * To c s c t
  have hL : Lsq *ᵥ coupled = (2 : ℂ) • coupled := by
    ext ⟨⟨a, s⟩, ⟨b, t⟩⟩
    rw [(casimir_apply coupled a b s t).1, To a s b t]
    simp only [hz, Finset.sum_const_zero, mul_zero, ite_self, Pi.smul_apply, smul_eq_mul]
    ring
  have hS : Ssq *ᵥ coupled = (2 : ℂ) • coupled := by
    ext ⟨⟨a, s⟩, ⟨b, t⟩⟩
    rw [(casimir_apply coupled a b s t).2, Ts a s b t, Pi.smul_apply, smul_eq_mul]
    ring
  -- the quadratic law of l·s on each electron
  have r1 : on1 ls *ᵥ (nrm • coupled) = (1 / 2 : ℂ) • phi + (-1 / 2 : ℂ) • (nrm • coupled) := by
    rw [← ls_phi.1, mulVec_mulVec, on1, ← mul_kronecker_mul, ls_sq.1, Matrix.mul_one,
      add_kronecker, smul_kronecker, smul_kronecker, one_kronecker_one, add_mulVec,
      smul_mulVec, smul_mulVec, one_mulVec]
  have r2 : on2 ls *ᵥ (nrm • coupled) = (1 / 2 : ℂ) • phi + (-1 / 2 : ℂ) • (nrm • coupled) := by
    rw [← ls_phi.2.1, mulVec_mulVec, on2, ← mul_kronecker_mul, ls_sq.1, Matrix.mul_one,
      kronecker_add, kronecker_smul, kronecker_smul, one_kronecker_one, add_mulVec,
      smul_mulVec, smul_mulVec, one_mulVec]
  refine ⟨?_, ?_, ?_, by simpa using gram 1 0 0 1, by simpa using gram 0 1 0 1, ?_⟩ <;>
    rw [ls_phi.2.2]
  · rintro ⟨a, s⟩ ⟨b, t⟩
    rw [Pi.smul_apply, Pi.smul_apply, Ts b s a t, To a s b t, smul_neg]
  · rw [mulVec_smul, hL]
    exact smul_comm _ _ _
  · rw [mulVec_smul, hS]
    exact smul_comm _ _ _
  · rw [mul_smul, mulVec_smul, hso, add_mulVec, r1, r2]
    module

/-- Φ has squared norm 2/3 under projHi ⊗ projHi and 1/3 under projLo ⊗ projLo,
and both mixed products annihilate it. -/
theorem jj_weights : weight projHi projHi = 2 / 3 ∧ weight projLo projLo = 1 / 3 ∧
    (projHi ⊗ₖ projLo) *ᵥ phi = 0 ∧ (projLo ⊗ₖ projHi) *ᵥ phi = 0 := by
  have v1 : (ls ⊗ₖ (1 : Op)) *ᵥ phi = (1 / 2 : ℂ) • (hso *ᵥ phi) := by
    rw [← on1, ls_phi.1, ls_phi.2.2]
    module
  have v2 : ((1 : Op) ⊗ₖ ls) *ᵥ phi = (1 / 2 : ℂ) • (hso *ᵥ phi) := by
    rw [← on2, ls_phi.2.1, ls_phi.2.2]
    module
  -- (l₁·s₁)(l₂·s₂) Φ = (l₁·s₁)² Φ
  have v12 : (ls ⊗ₖ ls) *ᵥ phi = (1 / 2 : ℂ) • phi + (-1 / 4 : ℂ) • (hso *ᵥ phi) := by
    have e : ls ⊗ₖ ls = on1 ls * on2 ls := by
      rw [on1, on2, ← mul_kronecker_mul, Matrix.mul_one, Matrix.one_mul]
    rw [e, ← mulVec_mulVec, ls_phi.2.1, ← ls_phi.1, mulVec_mulVec, on1, ← mul_kronecker_mul,
      ls_sq.1, Matrix.mul_one, add_kronecker, smul_kronecker, smul_kronecker,
      one_kronecker_one, add_mulVec, smul_mulVec, smul_mulVec, one_mulVec, v1]
    module
  have key : ∀ a b c d : ℂ, ((a • (1 : Op) + b • ls) ⊗ₖ (c • (1 : Op) + d • ls)) *ᵥ phi =
      (a * c + b * d / 2) • phi + ((a * d + b * c) / 2 - b * d / 4) • (hso *ᵥ phi) := by
    intro a b c d
    simp only [add_kronecker, kronecker_add, smul_kronecker, kronecker_smul,
      one_kronecker_one, add_mulVec, smul_mulVec, one_mulVec, v1, v2, v12]
    module
  refine ⟨?_, ?_, ?_, ?_⟩
  · rw [weight, projHi, key, gram]
    norm_num [Complex.ext_iff]
  · rw [weight, projLo, key, gram]
    norm_num [Complex.ext_iff]
  · rw [projHi, projLo, key]
    module
  · rw [projHi, projLo, key]
    module

end

end PSquaredRecoupling
```

```lean
#print axioms PSquaredRecoupling.proj_spec
#print axioms PSquaredRecoupling.phi_singlet_S
#print axioms PSquaredRecoupling.spin_orbit_on_phi
#print axioms PSquaredRecoupling.jj_weights
```

```
'PSquaredRecoupling.proj_spec' depends on axioms: [propext, Classical.choice, Quot.sound]
'PSquaredRecoupling.phi_singlet_S' depends on axioms: [propext, Classical.choice, Quot.sound]
'PSquaredRecoupling.spin_orbit_on_phi' depends on axioms: [propext, Classical.choice, Quot.sound]
'PSquaredRecoupling.jj_weights' depends on axioms: [propext, Classical.choice, Quot.sound]
```

## Notes on the proof

`kron_one_mulVec` and `one_kron_mulVec` say that A ⊗ 1 and 1 ⊗ B act on one label with the other frozen.

`casimir_apply` is step 1. The facts `hl` and `hs` give the component action of l₁ + l₂ and s₁ + s₂, and `fin_cases` then runs through the nine orbital and four spin pairs in place of the contraction identities.

`ls_sq` and `hj` inside `proj_spec` establish step 2 entry by entry on 6 × 6 matrices, without the commutation algebra. After products are expanded and `ls * ls` is replaced, `module` compares the coefficients of 1 and l·s.

`ls_phi` is step 3, checked on all 36 components of `pair` and then scaled by `nrm`.

`gram` is step 4: `g` holds the four scalar products 6, 0, 0, 3, and `linear_combination` uses `nrm * nrm = 1 / 6`. Every norm and overlap later is `gram` at particular coefficients, such as `gram 1 0 0 1` for ⟨Φ|hΦ⟩.

`phi_singlet_S` inserts Φ into `casimir_apply`, splitting a = b from a ≠ b. In `spin_orbit_on_phi`, `To` and `Ts` are the two exchange symmetries of T, `hz` is the vanishing diagonal, `hL` and `hS` are the eigenvalues 2, and `r1`, `r2` are the two halves of step 5.

In `jj_weights`, `v12` is the cross term and `key` is the formula of step 6, its arguments `a b c d` being α, β, α′, β′. The weights follow from `key` and `gram`, the mixed products from `key` and `module`.
